# Simpson's rule on unequal steps: exact for quadratics, with nonnegative weights when the step ratio lies between 1/2 and 2

The number of electrons in a spherical atom is the integral over $r$ of the radial density $4\pi r^2 n(r)$, where $n$ is the electron density. When the radial density is tabulated on a stretched grid, one way to approximate this integral is to apply a three-point rule to successive pairs of intervals. If the two steps in a pair differ, weights in the familiar ratio 1, 4, 1 do not integrate every quadratic exactly. The rule below does, and a bound on the step ratio in every pair ensures that a nonnegative density never yields a negative electron number.

## The weights and their defect on a cubic

Let $a,b>0$ be the two steps, $x$ the starting point and $h=a+b$. The rule approximates $\int_x^{x+h}f(y)\,dy$ by

$$R(f)=w_L f(x)+w_M f(x+a)+w_R f(x+h),$$

$$w_L=\frac h6\Bigl(2-\frac ba\Bigr),\qquad w_M=\frac{h^3}{6ab},\qquad w_R=\frac h6\Bigl(2-\frac ab\Bigr).$$

For $a=b$ these are $a/3$, $4a/3$, $a/3$, the usual Simpson weights.

Put $y=x+s$. A polynomial $c_0+c_1y+c_2y^2+c_3y^3$ becomes a polynomial in $s$ of degree at most three, with the same cubic coefficient $c_3$. Both the rule and the integral are linear, so it is enough to compare them on powers of $s$. Since $h^2/(ab)=a/b+2+b/a$,

$$\begin{aligned}
R(1)&=\frac h6\Bigl(4-\frac ba-\frac ab+\frac{h^2}{ab}\Bigr)=h,\\
R(s)&=\frac{h^3}{6b}+\frac{h^2}{6}\Bigl(2-\frac ab\Bigr)=\frac{h^2}{6}\Bigl(\frac{h-a}{b}+2\Bigr)=\frac{h^2}{2},\\
R(s^2)&=\frac{h^3a}{6b}+\frac{h^3}{6}\Bigl(2-\frac ab\Bigr)=\frac{h^3}{3}.
\end{aligned}$$

These are the integrals of $1$, $s$ and $s^2$ over $[0,h]$. For the cube,

$$R(s^3)=\frac{h^3a^2}{6b}+\frac{h^4}{6}\Bigl(2-\frac ab\Bigr)=\frac{h^3}{6b}\bigl(a^2+(a+b)(2b-a)\bigr)=\frac{h^3(a+2b)}{6},$$

whereas the integral is $h^4/4=h^3(a+b)/4$. Rule minus integral for the original polynomial is therefore

$$c_3\,\frac{(a+b)^3(b-a)}{12}.$$

With $c_3=0$ the defect vanishes, so every quadratic is integrated exactly. With $c_3=1$ it vanishes only for $a=b$, because $(a+b)^3>0$.

## Uniqueness, signs and many panels

Suppose that weights $u_0,u_1,u_2$ on the same nodes also integrate all quadratics exactly. The quadratic $(y-x-a)(y-x-h)$ vanishes at the last two nodes and equals $ah$ at the first. Both sets of weights give its integral, so $u_0ah=w_Lah$ and $u_0=w_L$. The quadratics $(y-x)(y-x-h)$ and $(y-x)(y-x-a)$, with values $-ab$ at the middle node and $hb$ at the last, give $u_1=w_M$ and $u_2=w_R$ in the same way.

The middle weight is always positive. The left one is nonnegative iff $b\le 2a$, that is $1/2\le a/b$, and the right one iff $a/b\le 2$. If all weights are nonnegative, a nonnegative integrand gets a nonnegative value. Conversely, the squares of the first and third test quadratics are nonnegative functions whose values under the rule are $w_L(ah)^2$ and $w_R(hb)^2$. If the rule gives neither a negative value, both outer weights are nonnegative.

On a grid $t_0<t_1<t_2<\cdots$ the rule is applied to the pairs of intervals from $t_{2k}$ to $t_{2k+2}$. For a quadratic each term equals the integral over its panel, and the $n$ panels join to give the integral from $t_0$ to $t_{2n}$. With $n=0$ both sides are zero.

## The rule as a functional in Lean

All quantities are exact real numbers.

```lean
import Mathlib

open Finset

namespace UnequalSimpson

noncomputable section
```

The weights are functions of the two steps alone and do not involve the starting point.

```lean
/-- Weight of the left end point for neighbouring steps `a` and `b`. -/
def wLeft (a b : ℝ) : ℝ := (a + b) / 6 * (2 - b / a)

/-- Weight of the interior node for neighbouring steps `a` and `b`. -/
def wMid (a b : ℝ) : ℝ := (a + b) / 6 * ((a + b) ^ 2 / (a * b))

/-- Weight of the right end point for neighbouring steps `a` and `b`. -/
def wRight (a b : ℝ) : ℝ := (a + b) / 6 * (2 - a / b)
```

The rule takes an integrand `f : ℝ → ℝ` and evaluates it at three points. A table of samples corresponds to the values of `f` there.

```lean
/-- Simpson's rule on unequal spacing: the samples of `f` at `x`, `x + a` and `x + a + b`,
added up with their weights. -/
def rule (a b x : ℝ) (f : ℝ → ℝ) : ℝ :=
  wLeft a b * f x + wMid a b * f (x + a) + wRight a b * f (x + a + b)
```

## Integrating the cubic and measuring the defect

The integral of a cubic comes from the fundamental theorem of calculus. `hd` states that the proposed antiderivative has the right derivative, assembled term by term, and continuity supplies integrability. The endpoints `u` and `v` may come in either order, since Mathlib's interval integral is oriented.

```lean
/-- The integral of a cubic polynomial between `u` and `v`. -/
theorem integral_cubic (c₀ c₁ c₂ c₃ u v : ℝ) :
    ∫ y in u..v, (c₀ + c₁ * y + c₂ * y ^ 2 + c₃ * y ^ 3) =
      (c₀ * v + c₁ / 2 * v ^ 2 + c₂ / 3 * v ^ 3 + c₃ / 4 * v ^ 4) -
      (c₀ * u + c₁ / 2 * u ^ 2 + c₂ / 3 * u ^ 3 + c₃ / 4 * u ^ 4) := by
  have hc : Continuous fun y : ℝ => c₀ + c₁ * y + c₂ * y ^ 2 + c₃ * y ^ 3 := by fun_prop
  -- the antiderivative, differentiated term by term
  have hd : ∀ y ∈ Set.uIcc u v,
      HasDerivAt (fun y : ℝ => c₀ * y + c₁ / 2 * y ^ 2 + c₂ / 3 * y ^ 3 + c₃ / 4 * y ^ 4)
        (c₀ + c₁ * y + c₂ * y ^ 2 + c₃ * y ^ 3) y := by
    intro y _
    have h1 := (hasDerivAt_id' y).const_mul c₀
    have h2 := (hasDerivAt_pow 2 y).const_mul (c₁ / 2)
    have h3 := (hasDerivAt_pow 3 y).const_mul (c₂ / 3)
    have h4 := (hasDerivAt_pow 4 y).const_mul (c₃ / 4)
    refine (((h1.fun_add h2).fun_add h3).fun_add h4).congr_deriv ?_
    push_cast
    ring
  exact intervalIntegral.integral_eq_sub_of_hasDerivAt hd (hc.intervalIntegrable u v)
```

The defect formula holds for all real coefficients and every starting point `x`, with positive steps as its only hypotheses. Where the calculation by hand shifted the origin, Lean inserts the antiderivative and the weights directly; `field_simp` clears the denominators and `ring` checks the resulting polynomial identity.

```lean
/-- For a cubic with leading coefficient `c₃` the rule differs from the integral by
`c₃ (a + b)³ (b - a) / 12`. -/
theorem cubic_defect {a b : ℝ} (ha : 0 < a) (hb : 0 < b) (x c₀ c₁ c₂ c₃ : ℝ) :
    rule a b x (fun y => c₀ + c₁ * y + c₂ * y ^ 2 + c₃ * y ^ 3) -
      ∫ y in x..(x + a + b), (c₀ + c₁ * y + c₂ * y ^ 2 + c₃ * y ^ 3) =
      c₃ * ((a + b) ^ 3 * (b - a) / 12) := by
  have ha' := ha.ne'
  have hb' := hb.ne'
  rw [integral_cubic]
  simp only [rule, wLeft, wMid, wRight]
  field_simp
  ring
```

Setting `c₃` to zero gives exactness for quadratics, including linear and constant functions.

```lean
/-- The rule integrates every real quadratic exactly over `[x, x + a + b]`. -/
theorem exact_quadratic {a b : ℝ} (ha : 0 < a) (hb : 0 < b) (x c₀ c₁ c₂ : ℝ) :
    rule a b x (fun y => c₀ + c₁ * y + c₂ * y ^ 2) =
      ∫ y in x..(x + a + b), (c₀ + c₁ * y + c₂ * y ^ 2) := by
  have h := cubic_defect ha hb x c₀ c₁ c₂ 0
  simp only [zero_mul, add_zero] at h
  exact sub_eq_zero.mp h
```

For the cube the coefficients are 0, 0, 0, 1. In the forward direction exactness makes the product `(a + b) ^ 3 * (b - a)` zero, and its first factor is not zero. In the other direction equal steps make the defect vanish. The function is $y^3$ in the original coordinate, and the criterion is the same for every `x`.

```lean
/-- The rule integrates the cube `y³` exactly if and only if the two steps are equal. -/
theorem exact_cube_iff {a b : ℝ} (ha : 0 < a) (hb : 0 < b) (x : ℝ) :
    rule a b x (fun y => y ^ 3) = ∫ y in x..(x + a + b), y ^ 3 ↔ a = b := by
  have h := cubic_defect ha hb x 0 0 0 1
  simp only [zero_mul, zero_add, one_mul] at h
  constructor
  · intro e
    rw [e, sub_self] at h
    have h0 : (a + b) ^ 3 * (b - a) = 0 := by linarith
    have hp : (a + b) ^ 3 ≠ 0 := by positivity
    have h1 := (mul_eq_zero.mp h0).resolve_left hp
    linarith
  · intro e
    have h0 : (a + b) ^ 3 * (b - a) / 12 = 0 := by rw [e]; ring
    linarith
```

## No other weights on these nodes

The hypothesis `h` says that `u₀`, `u₁`, `u₂` reproduce the integral of every quadratic. It is applied to the three test quadratics, written out by their coefficients, and each result is chained with `exact_quadratic` to remove the integral. What remains are the equations `e0`, `e1` and `e2`, each comparing one unknown weight with its counterpart after multiplication by a nonzero factor, which `mul_right_cancel₀` cancels. The minus sign before `e1` reflects the value $-ab$ at the middle node.

```lean
/-- Any three weights on the nodes `x`, `x + a`, `x + a + b` that integrate all quadratics
exactly are the weights of the rule. -/
theorem weights_unique {a b : ℝ} (ha : 0 < a) (hb : 0 < b) (x u₀ u₁ u₂ : ℝ)
    (h : ∀ c₀ c₁ c₂ : ℝ,
      u₀ * (c₀ + c₁ * x + c₂ * x ^ 2) + u₁ * (c₀ + c₁ * (x + a) + c₂ * (x + a) ^ 2) +
        u₂ * (c₀ + c₁ * (x + a + b) + c₂ * (x + a + b) ^ 2) =
      ∫ y in x..(x + a + b), (c₀ + c₁ * y + c₂ * y ^ 2)) :
    u₀ = wLeft a b ∧ u₁ = wMid a b ∧ u₂ = wRight a b := by
  -- each test quadratic vanishes at two of the three nodes
  have e0 := (h ((x + a) * (x + a + b)) (-(2 * x + 2 * a + b)) 1).trans
    (exact_quadratic ha hb x _ _ _).symm
  have e1 := (h (x * (x + a + b)) (-(2 * x + a + b)) 1).trans
    (exact_quadratic ha hb x _ _ _).symm
  have e2 := (h (x * (x + a)) (-(2 * x + a)) 1).trans
    (exact_quadratic ha hb x _ _ _).symm
  simp only [rule] at e0 e1 e2
  have p0 : a * (a + b) ≠ 0 := by positivity
  have p1 : a * b ≠ 0 := by positivity
  have p2 : (a + b) * b ≠ 0 := by positivity
  refine ⟨mul_right_cancel₀ p0 ?_, mul_right_cancel₀ p1 ?_, mul_right_cancel₀ p2 ?_⟩
  · linear_combination e0
  · linear_combination -e1
  · linear_combination e2
```

## The step ratio and the sign of the result

The next theorem treats the outer weights separately: the positive prefactor $(a+b)/6$ is removed, and the remaining inequality is rewritten as a bound on `a / b`.

```lean
/-- All three weights are nonnegative if and only if the ratio of the steps lies between
`1/2` and `2`. -/
theorem weights_nonneg_iff {a b : ℝ} (ha : 0 < a) (hb : 0 < b) :
    (0 ≤ wLeft a b ∧ 0 ≤ wMid a b ∧ 0 ≤ wRight a b) ↔ 1 / 2 ≤ a / b ∧ a / b ≤ 2 := by
  have hs : 0 < (a + b) / 6 := by positivity
  have h0 : 0 ≤ wLeft a b ↔ 1 / 2 ≤ a / b := by
    unfold wLeft
    rw [mul_nonneg_iff_of_pos_left hs, sub_nonneg, div_le_iff₀ ha, le_div_iff₀ hb]
    constructor <;> intro h <;> linarith
  have h1 : 0 ≤ wMid a b := by unfold wMid; positivity
  have h2 : 0 ≤ wRight a b ↔ a / b ≤ 2 := by
    unfold wRight
    rw [mul_nonneg_iff_of_pos_left hs, sub_nonneg]
  exact ⟨fun h => ⟨h0.1 h.1, h2.1 h.2.2⟩, fun h => ⟨h0.2 h.1, h1, h2.2 h.2⟩⟩
```

The same bound characterises the rules that respect positivity. The integrands considered are continuous and nonnegative on the whole real line, as the squared test quadratics are. The equalities `e0` and `e2` evaluate the rule on these squares and so isolate the outer weights. The converse adds three nonnegative products and does not use continuity.

```lean
/-- The rule gives a nonnegative value for every continuous nonnegative integrand if and only
if the ratio of the steps lies between `1/2` and `2`. -/
theorem preserves_nonneg_iff {a b : ℝ} (ha : 0 < a) (hb : 0 < b) (x : ℝ) :
    (∀ f : ℝ → ℝ, Continuous f → (∀ y, 0 ≤ f y) → 0 ≤ rule a b x f) ↔
      1 / 2 ≤ a / b ∧ a / b ≤ 2 := by
  rw [← weights_nonneg_iff ha hb]
  constructor
  · intro h
    -- squared quadratics that see only one end point
    have h0 := h (fun y => ((y - (x + a)) * (y - (x + a + b))) ^ 2) (by fun_prop)
      (fun y => sq_nonneg _)
    have h2 := h (fun y => ((y - x) * (y - (x + a))) ^ 2) (by fun_prop)
      (fun y => sq_nonneg _)
    have e0 : rule a b x (fun y => ((y - (x + a)) * (y - (x + a + b))) ^ 2) =
        wLeft a b * (a * (a + b)) ^ 2 := by simp only [rule]; ring
    have e2 : rule a b x (fun y => ((y - x) * (y - (x + a))) ^ 2) =
        wRight a b * ((a + b) * b) ^ 2 := by simp only [rule]; ring
    rw [e0] at h0
    rw [e2] at h2
    have p0 : 0 < (a * (a + b)) ^ 2 := by positivity
    have p2 : 0 < ((a + b) * b) ^ 2 := by positivity
    exact ⟨(mul_nonneg_iff_of_pos_right p0).1 h0, by unfold wMid; positivity,
      (mul_nonneg_iff_of_pos_right p2).1 h2⟩
  · rintro ⟨h0, h1, h2⟩ f _ hf
    exact add_nonneg (add_nonneg (mul_nonneg h0 (hf _)) (mul_nonneg h1 (hf _)))
      (mul_nonneg h2 (hf _))
```

This equivalence concerns a single panel. In a composite sum the weights at a shared node add up, so a negative contribution from one panel may be compensated by its neighbour; the ratio bound on every panel is then sufficient for a nonnegative total, but not always necessary.

## Joining the panels

The grid is a strictly increasing sequence `t : ℕ → ℝ`, of which only the points up to `t (2 * n)` enter. The number of intervals is therefore even; a table with an odd number of intervals is not covered by the theorem as a whole. The theorem takes one quadratic over the whole range and gives no error bound for other integrands.

The proof is an induction on `n`. Strict monotonicity makes the two new steps positive, `exact_quadratic` turns the new term into an integral, and `he` identifies its upper end with the grid point `t (2 * n + 2)`. The integral already covered and the new one are then joined at `t (2 * n)`.

```lean
/-- On any strictly increasing grid `t`, the rule applied to `n` successive pairs of intervals
integrates every quadratic exactly from `t 0` to `t (2 n)`. -/
theorem composite_exact (t : ℕ → ℝ) (ht : StrictMono t) (c₀ c₁ c₂ : ℝ) (n : ℕ) :
    ∑ k ∈ range n, rule (t (2 * k + 1) - t (2 * k)) (t (2 * k + 2) - t (2 * k + 1))
        (t (2 * k)) (fun y => c₀ + c₁ * y + c₂ * y ^ 2) =
      ∫ y in (t 0)..(t (2 * n)), (c₀ + c₁ * y + c₂ * y ^ 2) := by
  have hc : Continuous fun y : ℝ => c₀ + c₁ * y + c₂ * y ^ 2 := by fun_prop
  induction n with
  | zero => simp
  | succ n ih =>
    have ha : 0 < t (2 * n + 1) - t (2 * n) := sub_pos.mpr (ht (by omega))
    have hb : 0 < t (2 * n + 2) - t (2 * n + 1) := sub_pos.mpr (ht (by omega))
    have he : t (2 * n) + (t (2 * n + 1) - t (2 * n)) + (t (2 * n + 2) - t (2 * n + 1)) =
        t (2 * n + 2) := by ring
    have hn : 2 * (n + 1) = 2 * n + 2 := by ring
    -- the new panel is joined to the integral already covered
    rw [sum_range_succ, ih, exact_quadratic ha hb, he, hn]
    exact intervalIntegral.integral_add_adjacent_intervals
      (hc.intervalIntegrable _ _) (hc.intervalIntegrable _ _)

end

end UnequalSimpson
```

```lean
#print axioms UnequalSimpson.weights_unique
-- 'UnequalSimpson.weights_unique' depends on axioms: [propext, Classical.choice, Quot.sound]
#print axioms UnequalSimpson.weights_nonneg_iff
-- 'UnequalSimpson.weights_nonneg_iff' depends on axioms: [propext, Classical.choice, Quot.sound]
#print axioms UnequalSimpson.preserves_nonneg_iff
-- 'UnequalSimpson.preserves_nonneg_iff' depends on axioms: [propext, Classical.choice, Quot.sound]
#print axioms UnequalSimpson.composite_exact
-- 'UnequalSimpson.composite_exact' depends on axioms: [propext, Classical.choice, Quot.sound]
```
